# Every invertible real deformation gradient has exactly one Hencky strain, with trace $\log|\det F|$

Stretch a bar so that the coordinate $x$ along it becomes $fx$ with $f\neq 0$, a negative $f$ meaning that the bar is also reversed. Its logarithmic strain $h$ is fixed by $e^{2h}=f^2$. Squaring removes the sign, the real exponential is injective, and the only solution is $h=\log|f|$. A second stretch by $g$ adds $\log|g|$.

In a crystal the deformation gradient $F$ is a matrix that can stretch differently along different directions and may also rotate. The strain becomes a symmetric matrix $H$ with $e^{2H}=F^TF$. Does this equation still have one solution, and does $H$ still record the volume change additively? The one-dimensional argument carries over along principal axes, once two possible sets of axes have been compared.

## Strain, deviator and isochoric part

```lean
import Mathlib

open Matrix

namespace HenckyStrain

noncomputable section

variable {n : Type*} [Fintype n] [DecidableEq n]
```

The type `n` is a finite set of axis labels. Write $N$ for their number, `Fintype.card n` in Lean; a crystal has $N=3$.

```lean
/-- `H` is a Hencky (logarithmic) strain of the deformation gradient `F`: it is symmetric and
`exp (2H)` is the right Cauchy-Green tensor `Fᵀ F`. -/
def IsHenckyStrain (F H : Matrix n n ℝ) : Prop :=
  H.IsSymm ∧ NormedSpace.exp ((2 : ℝ) • H) = Fᵀ * F
```

`Matrix n n ℝ` is the type of real $N\times N$ matrices, `ᵀ` is the transpose, `•` multiplies by a scalar, and `NormedSpace.exp` is the exponential power series. The definition says that $H=H^T$ and $e^{2H}=F^TF$. This is the strain built on the right Cauchy–Green tensor; the version built on $FF^T$ is a different matrix in general. $F$ is any real matrix, so reflections are allowed.

```lean
/-- The deviator of a strain: the strain minus its mean normal part, in dimension at least one. -/
def deviator (H : Matrix n n ℝ) : Matrix n n ℝ :=
  H - (H.trace / Fintype.card n) • (1 : Matrix n n ℝ)
```

This is $\operatorname{dev}H=H-\frac{\operatorname{tr}H}{N}\,1$, the part of the strain that changes shape.

```lean
/-- The isochoric part `|det F|^(-1/N) F` of an invertible deformation gradient, where the dimension
`N = Fintype.card n` is at least one. -/
def isochoricPart (F : Matrix n n ℝ) : Matrix n n ℝ :=
  (|F.det| ^ (-(1 / (Fintype.card n : ℝ)))) • F
```

This is $F_{\rm iso}=|\det F|^{-1/N}F$, the deformation rescaled to preserve volume.

## Exponentials in principal axes

```lean
/-- Principal axes: a real symmetric matrix is diagonal in some orthonormal basis. -/
theorem exists_principal_axes {A : Matrix n n ℝ} (hA : A.IsSymm) :
    ∃ (Q : Matrix n n ℝ) (d : n → ℝ), Q * Qᵀ = 1 ∧ A = Q * diagonal d * Qᵀ := by
  have hH : A.IsHermitian := by
    rw [Matrix.IsHermitian, conjTranspose_eq_transpose_of_trivial]
    exact hA
  have hs := hH.spectral_theorem
  rw [Unitary.conjStarAlgAut_apply] at hs
  have hu := Matrix.mem_unitaryGroup_iff.mp hH.eigenvectorUnitary.2
  rw [star_eq_conjTranspose, conjTranspose_eq_transpose_of_trivial] at hs hu
  exact ⟨_, _, hu, hs⟩
```

A symmetric $A$ can be written $A=QDQ^T$, with $Q$ orthogonal and $D=\operatorname{diag}(d_i)$. Mathlib's spectral theorem is stated for Hermitian matrices; over the reals the conjugate transpose is the transpose.

```lean
/-- In principal axes the matrix exponential exponentiates each principal value. -/
theorem exp_principal_axes {Q : Matrix n n ℝ} (hQ : Q * Qᵀ = 1) (d : n → ℝ) :
    NormedSpace.exp (Q * diagonal d * Qᵀ) = Q * diagonal (fun i => Real.exp (d i)) * Qᵀ := by
  have hu : IsUnit Q := ⟨⟨Q, Qᵀ, hQ, mul_eq_one_comm.mp hQ⟩, rfl⟩
  have e := Matrix.exp_conj Q (diagonal d) hu
  have hd : NormedSpace.exp d = fun i => Real.exp (d i) := by
    funext i
    rw [Pi.coe_exp, Real.exp_eq_exp_ℝ]
  rw [Matrix.inv_eq_right_inv hQ, Matrix.exp_diagonal, hd] at e
  exact e
```

By hand, $(QDQ^T)^k=QD^kQ^T$ because the inner factors $Q^TQ$ cancel. Summing the series gives
$$e^{QDQ^T}=Q\,\operatorname{diag}(e^{d_i})\,Q^T .$$

The Mathlib lemma that does this is `Matrix.exp_conj`, and it deserves a closer look. It states $e^{UAU^{-1}}=Ue^AU^{-1}$ and asks for a proof of `IsUnit U`, meaning that $U$ is invertible. The line `hu` supplies one by packing together the matrix `Q`, its inverse `Qᵀ` and proofs of both products, $QQ^T=1$ and $Q^TQ=1$. The second follows from the first by `mul_eq_one_comm`, since the matrices are square and finite. Then `Matrix.inv_eq_right_inv` replaces $Q^{-1}$ by $Q^T$.

```lean
/-- Two real symmetric matrices with the same exponential are equal. -/
theorem exp_injective_of_symm {A B : Matrix n n ℝ} (hA : A.IsSymm) (hB : B.IsSymm)
    (h : NormedSpace.exp A = NormedSpace.exp B) : A = B := by
  obtain ⟨Q, d, hQ, hAd⟩ := exists_principal_axes hA
  obtain ⟨P, e, hP, hBe⟩ := exists_principal_axes hB
  rw [hAd, hBe, exp_principal_axes hQ, exp_principal_axes hP] at h
  have hQ' : Qᵀ * Q = 1 := mul_eq_one_comm.mp hQ
  have hP' : Pᵀ * P = 1 := mul_eq_one_comm.mp hP
  -- the overlap matrix of the two bases intertwines the exponentiated principal values
  have hW : diagonal (fun i => Real.exp (d i)) * (Qᵀ * P)
      = (Qᵀ * P) * diagonal (fun i => Real.exp (e i)) := by
    calc _ = (Qᵀ * Q) * diagonal (fun i => Real.exp (d i)) * (Qᵀ * P) := by
          rw [hQ', one_mul]
      _ = Qᵀ * (Q * diagonal (fun i => Real.exp (d i)) * Qᵀ) * P := by
          simp only [Matrix.mul_assoc]
      _ = Qᵀ * (P * diagonal (fun i => Real.exp (e i)) * Pᵀ) * P := by rw [h]
      _ = (Qᵀ * P) * diagonal (fun i => Real.exp (e i)) * (Pᵀ * P) := by
          simp only [Matrix.mul_assoc]
      _ = _ := by rw [hP', mul_one]
  -- hence it intertwines the principal values themselves
  have hV : diagonal d * (Qᵀ * P) = (Qᵀ * P) * diagonal e := by
    ext i j
    have hij := congrFun (congrFun hW i) j
    rw [diagonal_mul, mul_diagonal] at hij ⊢
    by_cases hw : (Qᵀ * P) i j = 0
    · rw [hw, mul_zero, zero_mul]
    · have hexp : Real.exp (d i) = Real.exp (e j) :=
        mul_right_cancel₀ hw (hij.trans (mul_comm _ _))
      rw [Real.exp_injective hexp, mul_comm]
  calc A = Q * diagonal d * Qᵀ * (P * Pᵀ) := by rw [hP, mul_one, hAd]
    _ = Q * (diagonal d * (Qᵀ * P)) * Pᵀ := by simp only [Matrix.mul_assoc]
    _ = Q * ((Qᵀ * P) * diagonal e) * Pᵀ := by rw [hV]
    _ = (Q * Qᵀ) * (P * diagonal e * Pᵀ) := by simp only [Matrix.mul_assoc]
    _ = B := by rw [hQ, one_mul, hBe]
```

Let $A=QDQ^T$ and $B=PEP^T$ have the same exponential, with $E=\operatorname{diag}(e_j)$; the subscripted $e_j$, `e j` in the code, are eigenvalues, while $e^A$ is still the matrix exponential. Let $W=Q^TP$ be the overlap matrix of the two bases. Multiplying $e^A=e^B$ by $Q^T$ on the left and $P$ on the right gives `hW`, which reads entry by entry
$$\exp(d_i)\,W_{ij}=W_{ij}\exp(e_j).$$
Either $W_{ij}=0$ or $d_i=e_j$. In both cases $d_iW_{ij}=W_{ij}e_j$, which is `hV`: $DW=WE$. Therefore
$$A=QDQ^TPP^T=QDWP^T=QWEP^T=QQ^TPEP^T=B .$$
Degenerate eigenvalues need no separate treatment.

Symmetry matters here. For $F=1$ in two dimensions, both $H=0$ and $\pi$ times the generator of rotations satisfy $e^{2H}=1$, but only the first is symmetric.

```lean
/-- For a symmetric matrix the determinant of the exponential is the exponential of the trace. -/
theorem det_exp_of_symm {A : Matrix n n ℝ} (hA : A.IsSymm) :
    (NormedSpace.exp A).det = Real.exp A.trace := by
  obtain ⟨Q, d, hQ, hAd⟩ := exists_principal_axes hA
  have hdet : Q.det * Q.det = 1 := by
    have := congrArg Matrix.det hQ
    rwa [det_mul, det_transpose, det_one] at this
  have htr : A.trace = ∑ i, d i := by
    rw [hAd, Matrix.trace_mul_comm, ← Matrix.mul_assoc, mul_eq_one_comm.mp hQ, one_mul,
      trace_diagonal]
  rw [htr, hAd, exp_principal_axes hQ, det_mul, det_mul, det_transpose, det_diagonal,
    Real.exp_sum]
  linear_combination (∏ i, Real.exp (d i)) * hdet
```

Since $(\det Q)^2=1$ and the trace is cyclic,
$$\det e^A=(\det Q)^2\prod_i e^{d_i}=e^{\sum_i d_i}=e^{\operatorname{tr}A}.$$

## Existence, uniqueness and the trace

```lean
/-- A deformation gradient that has a Hencky strain is invertible, and the trace of the strain
is the logarithm of the volume ratio `|det F|`. -/
theorem det_ne_zero_and_trace {F H : Matrix n n ℝ} (h : IsHenckyStrain F H) :
    F.det ≠ 0 ∧ H.trace = Real.log |F.det| := by
  have hd := det_exp_of_symm (h.1.smul (2 : ℝ))
  rw [h.2, det_mul, det_transpose, trace_smul, smul_eq_mul] at hd
  have h0 : F.det ≠ 0 := by
    intro h0
    rw [h0, mul_zero] at hd
    exact (Real.exp_pos _).ne hd
  refine ⟨h0, ?_⟩
  have hl := congrArg Real.log hd
  rw [Real.log_exp, Real.log_mul h0 h0] at hl
  rw [Real.log_abs]
  linarith
```

Apply the previous result to $2H$:
$$e^{2\operatorname{tr}H}=\det(F^TF)=(\det F)^2 .$$
The left side is positive, so $\det F\neq0$: a singular $F$ has no Hencky strain. Taking logarithms gives $\operatorname{tr}H=\log|\det F|$.

```lean
/-- Every invertible deformation gradient `F` has exactly one Hencky strain, and its trace is
`log |det F|`. -/
theorem existsUnique_hencky {F : Matrix n n ℝ} (hF : F.det ≠ 0) :
    ∃ H, IsHenckyStrain F H ∧ H.trace = Real.log |F.det| ∧
      ∀ K, IsHenckyStrain F K → K = H := by
  have hC : (Fᵀ * F).IsSymm := by
    rw [Matrix.IsSymm, transpose_mul, transpose_transpose]
  obtain ⟨Q, d, hQ, hCd⟩ := exists_principal_axes hC
  have hQ' : Qᵀ * Q = 1 := mul_eq_one_comm.mp hQ
  have hB : (F * Q)ᵀ * (F * Q) = diagonal d := by
    calc _ = Qᵀ * (Fᵀ * F) * Q := by simp only [transpose_mul, Matrix.mul_assoc]
      _ = (Qᵀ * Q) * diagonal d * (Qᵀ * Q) := by rw [hCd]; simp only [Matrix.mul_assoc]
      _ = _ := by rw [hQ', one_mul, mul_one]
  -- the squared principal stretches are positive
  have hpos : ∀ i, 0 < d i := by
    intro i
    have hnn : 0 ≤ d i := by
      have hii := congrFun (congrFun hB i) i
      rw [Matrix.mul_apply, diagonal_apply_eq] at hii
      rw [← hii]
      exact Finset.sum_nonneg fun k _ => mul_self_nonneg ((F * Q) k i)
    refine lt_of_le_of_ne hnn fun h0 => ?_
    have hdet := congrArg Matrix.det hCd
    rw [det_mul, det_transpose, det_mul, det_mul, det_diagonal,
      Finset.prod_eq_zero (Finset.mem_univ i) h0.symm, mul_zero, zero_mul] at hdet
    exact mul_ne_zero hF hF hdet
  -- half their logarithms are the principal Hencky strains
  have h2 : (2 : ℝ) • diagonal (fun i => Real.log (d i) / 2)
      = diagonal (fun i => Real.log (d i)) := by
    rw [← diagonal_smul]
    refine congrArg diagonal (funext fun i => ?_)
    change 2 * (Real.log (d i) / 2) = Real.log (d i)
    ring
  have hH : IsHenckyStrain F (Q * diagonal (fun i => Real.log (d i) / 2) * Qᵀ) := by
    constructor
    · simp only [Matrix.IsSymm, transpose_mul, transpose_transpose, diagonal_transpose,
        Matrix.mul_assoc]
    · rw [← Matrix.smul_mul, ← Matrix.mul_smul, h2, exp_principal_axes hQ, hCd]
      simp only [Real.exp_log (hpos _)]
  refine ⟨_, hH, (det_ne_zero_and_trace hH).2, fun K hK => ?_⟩
  have he := exp_injective_of_symm (hK.1.smul (2 : ℝ)) (hH.1.smul (2 : ℝ)) (hK.2.trans hH.2.symm)
  exact smul_right_injective _ (two_ne_zero : (2 : ℝ) ≠ 0) he
```

This is the main theorem. In words: if $\det F\neq0$, there is an $H$ that is a Hencky strain of $F$ and has trace $\log|\det F|$, and every Hencky strain $K$ of $F$ equals it.

For existence, diagonalise $F^TF=QDQ^T$. Then $(FQ)^T(FQ)=D$, whose diagonal entries are
$$d_i=\sum_k (FQ)_{ki}^2\ge0 .$$
If some $d_i$ vanished, $\det(F^TF)=(\det F)^2$ would vanish too, so every $d_i$ is positive (`hpos`). These are the squared principal stretches. Set
$$H=Q\,\operatorname{diag}\!\left(\tfrac12\log d_i\right)Q^T .$$
It is symmetric, and $e^{2H}=Q\,\operatorname{diag}(d_i)\,Q^T=F^TF$, which is `hH`.

For uniqueness, a second strain $K$ has $e^{2K}=e^{2H}$. Both exponents are symmetric, so $2K=2H$ and $K=H$.

## Separating volume from shape

```lean
/-- For two successive deformations `F` and then `G`, the traces of the Hencky strains add. -/
theorem trace_hencky_mul {F G H K L : Matrix n n ℝ} (hF : IsHenckyStrain F H)
    (hG : IsHenckyStrain G K) (hGF : IsHenckyStrain (G * F) L) :
    L.trace = K.trace + H.trace := by
  obtain ⟨hF0, hFt⟩ := det_ne_zero_and_trace hF
  obtain ⟨hG0, hGt⟩ := det_ne_zero_and_trace hG
  rw [(det_ne_zero_and_trace hGF).2, hFt, hGt, det_mul, abs_mul,
    Real.log_mul (abs_ne_zero.mpr hG0) (abs_ne_zero.mpr hF0)]
```

The product `G * F` means $F$ first, then $G$. If $H$, $K$ and $L$ are the strains of $F$, $G$ and $GF$, then
$$\operatorname{tr}L=\log|\det G\,\det F|=\operatorname{tr}K+\operatorname{tr}H .$$
Only the traces are added; the full strain matrices in general do not add.

```lean
/-- A uniform dilation by a factor `c > 0` adds `log c` times the identity to the Hencky
strain. -/
theorem hencky_dilation {F H : Matrix n n ℝ} (h : IsHenckyStrain F H) {c : ℝ} (hc : 0 < c) :
    IsHenckyStrain (c • F) (H + Real.log c • (1 : Matrix n n ℝ)) := by
  refine ⟨h.1.add (Matrix.isSymm_one.smul _), ?_⟩
  have he : NormedSpace.exp ((2 * Real.log c) • (1 : Matrix n n ℝ))
      = (c * c) • (1 : Matrix n n ℝ) := by
    have h1 := exp_principal_axes (Q := (1 : Matrix n n ℝ)) (by rw [transpose_one, one_mul])
      (fun _ => 2 * Real.log c)
    simp only [transpose_one, one_mul, mul_one] at h1
    rw [smul_one_eq_diagonal, h1, smul_one_eq_diagonal, two_mul, Real.exp_add, Real.exp_log hc]
  rw [smul_add, smul_smul,
    Matrix.exp_add_of_commute _ _ ((Commute.one_right _).smul_right _), he, h.2,
    transpose_smul, Matrix.smul_mul, Matrix.mul_smul, Matrix.mul_smul, mul_one, smul_smul]
```

For $c>0$ we have $(cF)^T(cF)=c^2F^TF$. The identity commutes with $H$, so the exponential factorises:
$$e^{2H+2(\log c)1}=c^2e^{2H}=c^2F^TF .$$
The dilation therefore shifts $H$ by $(\log c)\,1$.

```lean
/-- In dimension at least one, the deviator of the Hencky strain of `F` is the Hencky strain of
the isochoric part of `F`, whose determinant has modulus one. -/
theorem hencky_isochoric [Nonempty n] {F H : Matrix n n ℝ} (h : IsHenckyStrain F H) :
    IsHenckyStrain (isochoricPart F) (deviator H) ∧ |(isochoricPart F).det| = 1 := by
  obtain ⟨h0, ht⟩ := det_ne_zero_and_trace h
  have hp : 0 < |F.det| := abs_pos.mpr h0
  have hiso : IsHenckyStrain (isochoricPart F) (deviator H) := by
    have hs := hencky_dilation h (Real.rpow_pos_of_pos hp (-(1 / (Fintype.card n : ℝ))))
    rw [Real.log_rpow hp, ← ht] at hs
    have hdev : deviator H
        = H + (-(1 / (Fintype.card n : ℝ)) * H.trace) • (1 : Matrix n n ℝ) := by
      rw [deviator, sub_eq_add_neg, ← neg_smul]
      congr 2
      ring
    rw [hdev]
    exact hs
  refine ⟨hiso, ?_⟩
  -- the deviator is traceless, so the volume ratio is one
  have hn : (Fintype.card n : ℝ) ≠ 0 := Nat.cast_ne_zero.mpr Fintype.card_ne_zero
  have htr : (deviator H).trace = 0 := by
    rw [deviator, trace_sub, trace_smul, trace_one, smul_eq_mul, div_mul_cancel₀ _ hn, sub_self]
  obtain ⟨hi0, hit⟩ := det_ne_zero_and_trace hiso
  rw [← Real.exp_log (abs_pos.mpr hi0), ← hit, htr, Real.exp_zero]

end

end HenckyStrain
```

`[Nonempty n]` means $N\ge1$. Choose $c=|\det F|^{-1/N}$ in the dilation result. Then $\log c=-\operatorname{tr}H/N$, and the shifted strain is exactly $\operatorname{dev}H$. Its trace is $\operatorname{tr}H-\operatorname{tr}H=0$, so the trace formula gives $|\det F_{\rm iso}|=1$. Thus
$$H=\operatorname{dev}H+\frac{\log|\det F|}{N}\,1,$$
with shape in the first term and volume in the second. In the one-dimensional description of the bar, $N=1$ and the first term is zero, because only the length is followed; a real bar in three dimensions can change shape as well.

In simulations of a periodic cell, $\operatorname{tr}H$ is the logarithm of the volume ratio when the cell is deformed homogeneously by a single $F$; energies and stresses do not enter. Here $F$ multiplies each old cell vector, written as a column, to give the new one. If the cell vectors are stored as rows, the matrix that multiplies them from the right is $F^T$. The atoms inside the cell may also shift relative to one another; for given cell vectors this changes neither $F$ nor $H$.

```lean
#print axioms HenckyStrain.existsUnique_hencky
#print axioms HenckyStrain.trace_hencky_mul
#print axioms HenckyStrain.hencky_isochoric
```

```
'HenckyStrain.existsUnique_hencky' depends on axioms: [propext, Classical.choice, Quot.sound]
'HenckyStrain.trace_hencky_mul' depends on axioms: [propext, Classical.choice, Quot.sound]
'HenckyStrain.hencky_isochoric' depends on axioms: [propext, Classical.choice, Quot.sound]
```
